# Starting at the nucleus with steps proportional to r + a gives the shifted exponential grid

The radial grid is modelled as an infinite real sequence indexed by the natural numbers $j$, with no outer cutoff. A finite grid is an initial part of it. The grid is defined by its closed form, and the step rule that generates it is then proved equivalent. Here $a$ is a length scale and $c$ a dimensionless growth rate. Both are arbitrary reals until a theorem restricts them.

```lean
import Mathlib

namespace ShiftedExponentialGrid

noncomputable section
```

`grid a c j` is node $j$, at $a((1+c)^j-1)$.

```lean
/-- The shifted exponential grid with length scale `a` and growth rate `c`:
node `j` sits at `a ((1 + c)^j - 1)`. -/
def grid (a c : ℝ) (j : ℕ) : ℝ := a * ((1 + c) ^ j - 1)
```

`radialMap a β x` is the continuous coordinate $r(x)=a(e^{\beta x}-1)$, with real rate $\beta$.

```lean
/-- The continuous radial coordinate `r(x) = a (exp (β x) - 1)`. -/
def radialMap (a β x : ℝ) : ℝ := a * (Real.exp (β * x) - 1)
```

## The first node at zero and the step rule

The condition $r_0=0$ puts the first node at the nucleus. The rule $r_{j+1}-r_j=c(r_j+a)$ makes the steps nearly uniform for $r\ll a$ and nearly proportional to $r$ for $r\gg a$, when $a,c>0$.

Adding $r_j+a$ to both sides of the rule gives $r_{j+1}+a=(1+c)(r_j+a)$. Since $r_0+a=a$, induction yields $r_j+a=a(1+c)^j$. Conversely, the closed form vanishes at $j=0$, and its steps are
$$a(1+c)^{j+1}-a(1+c)^j=ac(1+c)^j=c(r_j+a).$$

The theorem states this equivalence for every real $a$ and $c$. In the induction step, `linear_combination` adds the step rule to $(1+c)$ times the induction hypothesis. Without $r_0=0$, the rule gives $r_j=(r_0+a)(1+c)^j-a$ instead.

```lean
/-- A sequence starts at the origin and has steps equal to `c` times the shifted radius `r + a` if
and only if it is the shifted exponential grid. -/
theorem step_rule_iff_grid (a c : ℝ) (r : ℕ → ℝ) :
    (r 0 = 0 ∧ ∀ j, r (j + 1) - r j = c * (r j + a)) ↔ ∀ j, r j = grid a c j := by
  unfold grid
  constructor
  · rintro ⟨h0, h⟩ j
    induction j with
    | zero => rw [h0]; ring
    | succ j ih =>
      -- one step multiplies the shifted radius by `1 + c`
      linear_combination h j + (1 + c) * ih
  · intro h
    refine ⟨by rw [h 0]; ring, fun j => ?_⟩
    rw [h (j + 1), h j]
    ring
```

The spacing formula is also recorded separately.

```lean
/-- The spacings of the grid form a geometric sequence with first term `a c` and
ratio `1 + c`. -/
theorem grid_spacing (a c : ℝ) (j : ℕ) :
    grid a c (j + 1) - grid a c j = a * c * (1 + c) ^ j := by
  unfold grid
  ring
```

## The signs of a and c

A radial grid should move outwards, so every spacing $ac(1+c)^j$ must be positive. The spacing at $j=0$ requires $ac>0$; the one at $j=1$ then requires $1+c>0$. Conversely, these two conditions make all spacings positive. The proof of `grid_strictMono_iff` reads off the same two spacings, and returns from positive steps to `StrictMono` with `strictMono_nat_of_lt_succ`.

If $ac>0$ but $c=-1$, all nodes after the first coincide; if $c<-1$, the spacings alternate in sign. The conditions do admit $a<0$ with $-1<c<0$, but that grid never gets beyond $|a|$.

```lean
/-- The grid is strictly increasing exactly when `a c` is positive and `c` exceeds `-1`. -/
theorem grid_strictMono_iff (a c : ℝ) :
    StrictMono (grid a c) ↔ 0 < a * c ∧ -1 < c := by
  constructor
  · intro h
    -- the first two spacings already decide the signs
    have p0 : 0 < a * c := by
      have s := grid_spacing a c 0
      rw [pow_zero, mul_one] at s
      linarith [h (Nat.lt_add_one 0)]
    have p1 : 0 < a * c * (1 + c) := by
      have s := grid_spacing a c 1
      rw [pow_one] at s
      linarith [h (Nat.lt_add_one 1)]
    have p2 : 0 < 1 + c := (mul_pos_iff_of_pos_left p0).1 p1
    exact ⟨p0, by linarith⟩
  · rintro ⟨hac, hc⟩
    refine strictMono_nat_of_lt_succ fun j => ?_
    have hc' : 0 < 1 + c := by linarith
    have s := grid_spacing a c j
    have p : 0 < a * c * (1 + c) ^ j := mul_pos hac (pow_pos hc' j)
    linarith
```

The physical case $a,c>0$ satisfies both conditions, so the grid is strictly increasing. Its first node is at the nucleus for every $a$ and $c$.

```lean
/-- For positive length scale and growth rate, the grid has its first node at the nucleus
`r = 0` and is strictly increasing. -/
theorem grid_from_nucleus {a c : ℝ} (ha : 0 < a) (hc : 0 < c) :
    grid a c 0 = 0 ∧ StrictMono (grid a c) :=
  ⟨by unfold grid; ring, (grid_strictMono_iff a c).2 ⟨mul_pos ha hc, by linarith⟩⟩
```

## A nonnegative radius and the cell that contains it

Piecewise interpolation between neighbouring nodes uses the cell containing a given radius $r\ge0$. Using $a>0$ to divide, and $c>0$ to make $\log(1+c)$ positive,
$$a((1+c)^j-1)\le r\iff(1+c)^j\le1+\frac ra\iff j\le q,\qquad q=\frac{\log(1+r/a)}{\log(1+c)}.$$

The proof runs the chain from the right: it clears the denominator, removes the logarithms by monotonicity, and compares powers. The hypothesis $r\ge0$ ensures that $1+r/a$ is positive.

```lean
/-- For `a, c > 0` and `r ≥ 0`, node `j` lies at or inside the radius `r` exactly when `j` is at
most `log (1 + r / a) / log (1 + c)`. -/
theorem grid_le_iff {a c r : ℝ} (ha : 0 < a) (hc : 0 < c) (hr : 0 ≤ r) (j : ℕ) :
    grid a c j ≤ r ↔ (j : ℝ) ≤ Real.log (1 + r / a) / Real.log (1 + c) := by
  have hL : 0 < Real.log (1 + c) := Real.log_pos (by linarith)
  have h : a * (r / a) = r := by field_simp
  -- remove the logarithms, then compare powers
  rw [le_div_iff₀ hL, ← Real.log_pow, Real.log_le_log_iff (by positivity) (by positivity)]
  constructor
  · intro hj
    have h1 : a * ((1 + c) ^ j - 1) ≤ a * (r / a) := by
      rw [h]
      exact hj
    have h2 := le_of_mul_le_mul_left h1 ha
    linarith
  · intro hj
    have h1 : (1 + c) ^ j - 1 ≤ r / a := by linarith
    have h2 := mul_le_mul_of_nonneg_left h1 ha.le
    rw [h] at h2
    exact h2
```

Applying this at $j$, and its negation at $j+1$, gives
$$r_j\le r<r_{j+1}\iff j\le q<j+1,$$
so $j$ is the integer part of $q$. In Lean, `⌊ ⌋₊` is the floor with natural-number values, and `Nat.floor_eq_iff` supplies the last step because $q\ge0$. For $-a<r<0$ the quotient is negative and this floor returns 0, although no cell contains $r$.

For example, $a=0.5$ and $c=1$ give nodes $0,\,0.5,\,1.5,\,3.5,\dots$ with spacings $0.5,\,1,\,2,\dots$. For $r=2$, $q=\log5/\log2\approx2.32$, so the cell is $j=2$, and indeed $1.5\le2<3.5$.

```lean
/-- Cell lookup: for `a, c > 0`, a radius `r ≥ 0` lies between node `j` (included) and node `j + 1`
(excluded) exactly when `j` is the integer part of `log (1 + r / a) / log (1 + c)`. -/
theorem cell_lookup {a c r : ℝ} (ha : 0 < a) (hc : 0 < c) (hr : 0 ≤ r) (j : ℕ) :
    (grid a c j ≤ r ∧ r < grid a c (j + 1)) ↔
      ⌊Real.log (1 + r / a) / Real.log (1 + c)⌋₊ = j := by
  have hra : 0 ≤ r / a := div_nonneg hr ha.le
  have hx : 0 ≤ Real.log (1 + r / a) / Real.log (1 + c) :=
    div_nonneg (Real.log_nonneg (by linarith)) (Real.log_nonneg (by linarith))
  have h1 := grid_le_iff ha hc hr j
  have h2 := grid_le_iff ha hc hr (j + 1)
  push_cast at h2
  rw [Nat.floor_eq_iff hx]
  constructor
  · rintro ⟨p, q⟩
    exact ⟨h1.1 p, not_le.mp fun h => absurd (h2.2 h) (not_le.mpr q)⟩
  · rintro ⟨p, q⟩
    exact ⟨h1.2 p, not_le.mp fun h => absurd (h2.1 h) (not_le.mpr q)⟩
```

## Uniform sampling with no sign condition

Let $h$ be the spacing of the uniform variable $x$. At $x=jh$, $e^{\beta jh}=(e^{\beta h})^j$, so the sampled coordinate is the grid with $c=e^{\beta h}-1$. This holds for all real $a$, $\beta$ and $h$; taking $a>0$ and $\beta h>0$ gives the outward grid. The proof uses `Real.exp_nat_mul` for the power identity.

```lean
/-- Sampling the continuous radial coordinate at the uniform points `x = j h` gives the
shifted exponential grid with growth rate `exp (β h) - 1`. -/
theorem radialMap_sample (a β h : ℝ) (j : ℕ) :
    radialMap a β (j * h) = grid a (Real.exp (β * h) - 1) j := by
  have e : Real.exp (β * (j * h)) = Real.exp (β * h) ^ j := by
    rw [← Real.exp_nat_mul]
    congr 1
    ring
  unfold radialMap grid
  rw [e, add_sub_cancel]
```

Differentiating gives
$$\frac{dr}{dx}=a\beta e^{\beta x}=\beta(r+a),$$
the continuous counterpart of the step rule. `HasDerivAt` states that the derivative exists at $x$ with this value, and the proof follows the chain rule. Without sign conditions the map may decrease or be constant; it is a strictly increasing coordinate when $a,\beta>0$.

```lean
/-- The Jacobian of the radial coordinate is proportional to the shifted radius:
`dr/dx = β (r + a)`. -/
theorem radialMap_hasDerivAt (a β x : ℝ) :
    HasDerivAt (radialMap a β) (β * (radialMap a β x + a)) x := by
  have h : HasDerivAt (fun y : ℝ => β * y) β x := by
    simpa using (hasDerivAt_id' x).const_mul β
  exact ((h.exp.sub_const 1).const_mul a).congr_deriv (by unfold radialMap; ring)

end

end ShiftedExponentialGrid
```

In atomic electronic-structure calculations that use this grid, this derivative is the Jacobian for radial integrals in the uniform variable; the results here concern an ideal real-number grid and give no bounds on quadrature, interpolation or rounding errors.

```lean
#print axioms ShiftedExponentialGrid.step_rule_iff_grid
#print axioms ShiftedExponentialGrid.grid_from_nucleus
#print axioms ShiftedExponentialGrid.radialMap_sample
#print axioms ShiftedExponentialGrid.radialMap_hasDerivAt
```

```
'ShiftedExponentialGrid.step_rule_iff_grid' depends on axioms: [propext, Classical.choice, Quot.sound]
'ShiftedExponentialGrid.grid_from_nucleus' depends on axioms: [propext, Classical.choice, Quot.sound]
'ShiftedExponentialGrid.radialMap_sample' depends on axioms: [propext, Classical.choice, Quot.sound]
'ShiftedExponentialGrid.radialMap_hasDerivAt' depends on axioms: [propext, Classical.choice, Quot.sound]
```
